# Energy of the sum of two Kekulé structures on a Heisenberg ring of 2n ≥ 4 spins

Four spins one half on a ring can be paired into nearest-neighbour singlets in two ways, $\Phi_0$ and $\Phi_1$. With every singlet oriented from odd to even site, both states have norm 1 and their overlap is $\tfrac12$. Take $H=\sum \mathbf s_i\cdot\mathbf s_{i+1}$, with $\hbar$ and the exchange constant set to 1. In $\Phi_0$ alone, two bonds give $-\tfrac34$ each and two give zero, so the energy is $-\tfrac32$. In $\Phi_0+\Phi_1$ the cross terms make each of the four bonds contribute $-\tfrac34(1+2\cdot\tfrac12)=-\tfrac32$. The squared norm is $2+2\cdot\tfrac12=3$, and the energy is $-6/3=-2$.

For $2n$ spins there are $2n$ bonds, the overlap is $S=2^{1-n}$, and the energy becomes

$$E=-\frac{3n}{4}\,\frac{1+2S}{1+S}.$$

In Lean 4 with Mathlib:

```lean
import Mathlib

open Matrix Finset

set_option maxHeartbeats 60000

namespace KekuleResonance

noncomputable section
```

## Spins and their coupling

A state $\psi$ assigns a complex amplitude to each configuration $c$ of up (`true`) and down (`false`) spins. In the code, `S` stands for the sites, not for the overlap.

```lean
/-- A state of spins one half on the sites `S`: an amplitude for each configuration (`true` is up). -/
abbrev State (S : Type) := (S → Bool) → ℂ
```

The one-spin matrices are the Pauli matrices divided by 2.

```lean
/-- The matrix of the spin component `s^x`. -/
def sx (a b : Bool) : ℂ := if a = b then 0 else 1 / 2

/-- The matrix of the spin component `s^y`. -/
def sy (a b : Bool) : ℂ := if a = b then 0 else if a = true then -Complex.I / 2 else Complex.I / 2

/-- The matrix of the spin component `s^z`. -/
def sz (a b : Bool) : ℂ := if a = b then (if a = true then 1 / 2 else -1 / 2) else 0
```

A matrix $M$ acts at site $i$ by $(M_i\psi)(c)=\sum_b M_{c_i b}\,\psi(c\text{ with }c_i\to b)$, and the coupling is $\mathbf s_i\cdot\mathbf s_j=s^x_is^x_j+s^y_is^y_j+s^z_is^z_j$.

```lean
variable {S : Type} [DecidableEq S]

/-- The one-spin matrix `M` acting on site `i`. -/
def spinAt (M : Bool → Bool → ℂ) (i : S) (ψ : State S) : State S :=
  fun c => ∑ b, M (c i) b * ψ (Function.update c i b)

/-- The Heisenberg coupling `s_i · s_j`. -/
def coupling (i j : S) (ψ : State S) : State S := fun c =>
  spinAt sx i (spinAt sx j ψ) c + spinAt sy i (spinAt sy j ψ) c + spinAt sz i (spinAt sz j ψ) c
```

Let $P_{ij}$ exchange the spins at $i$ and $j$. Two sites form a singlet pair when $P_{ij}\psi=-\psi$.

```lean
/-- The configuration with the spins at `i` and `j` exchanged. -/
def exch (i j : S) (c : S → Bool) : S → Bool := fun k => c (Equiv.swap i j k)

/-- The state is antisymmetric under exchange of the spins at `i` and `j`. -/
def SingletPair (i j : S) (ψ : State S) : Prop := ∀ c, ψ (exch i j c) = -ψ c
```

For parallel spins the $x$ and $y$ terms cancel and the $z$ term gives $\tfrac14$. For antiparallel spins the $z$ term gives $-\tfrac14$, while $x$ and $y$ together give half the exchanged configuration. Both cases are Dirac's identity

$$\mathbf s_i\cdot\mathbf s_j=\tfrac12P_{ij}-\tfrac14 .$$

The proof checks the four spin combinations in `key`, using $i^2=-1$ for the imaginary unit.

```lean
/-- Dirac's identity: `s_i · s_j` is half the exchange of the two spins minus one quarter. -/
theorem coupling_eq_exchange {i j : S} (hij : i ≠ j) (ψ : State S) (c : S → Bool) :
    coupling i j ψ c = 1 / 2 * ψ (exch i j c) - 1 / 4 * ψ c := by
  have h1 : exch i j c = Function.update (Function.update c i (c j)) j (c i) := by
    funext k
    simp only [exch, Equiv.swap_apply_def, Function.update_apply]
    split_ifs with h h' <;> simp_all
  have h2 : Function.update (Function.update c i (c i)) j (c j) = c := by
    rw [Function.update_eq_self, Function.update_eq_self]
  have h3 : ∀ b, Function.update c i b j = c j := fun b => Function.update_of_ne hij.symm _ _
  -- the identity for two spins with amplitudes `F`
  have key : ∀ (F : Bool → Bool → ℂ) (a b : Bool),
      (∑ x, sx a x * ∑ y, sx b y * F x y) + (∑ x, sy a x * ∑ y, sy b y * F x y)
        + (∑ x, sz a x * ∑ y, sz b y * F x y) = 1 / 2 * F b a - 1 / 4 * F a b := by
    intro F a b
    cases a <;> cases b <;>
      simp only [sx, sy, sz, Fintype.sum_bool, reduceCtorEq, ↓reduceIte]
    · linear_combination F true true / 4 * Complex.I_mul_I
    · linear_combination -F true false / 4 * Complex.I_mul_I
    · linear_combination -F false true / 4 * Complex.I_mul_I
    · linear_combination F false false / 4 * Complex.I_mul_I
  have hk := key (fun x y => ψ (Function.update (Function.update c i x) j y)) (c i) (c j)
  simp only [h2, ← h1] at hk
  simp only [coupling, spinAt, h3]
  exact hk
```

## A sum that equals its own negative

If $f(P_{ij}c)=-f(c)$, then $\sum_c f(c)=\sum_c f(P_{ij}c)=-\sum_c f(c)$, so the sum is zero. The proof turns on this device. Exchange is its own inverse, hence a bijection of configurations, and Mathlib's `sum_comp` turns that bijection into the first equality. The remaining work is to find the right odd function, which happens twice below.

```lean
/-- A quantity that changes sign when two spins are exchanged sums to zero. -/
theorem sum_odd [Fintype S] (i j : S) (f : (S → Bool) → ℂ) (hf : ∀ c, f (exch i j c) = -f c) :
    ∑ c, f c = 0 := by
  have inv : Function.Involutive (exch i j) := by
    intro c; funext k; simp only [exch, Equiv.swap_apply_self]
  have t : ∑ c, f (exch i j c) = ∑ c, f c := inv.bijective.sum_comp f
  simp only [hf, sum_neg_distrib] at t
  linear_combination -t / 2
```

First, let $i$ be paired with $i'$, and let $j$ be a third site. A configuration with $c_i=c_{i'}$ has amplitude zero. If $c_i=c_j$, the coupling contributes $+\tfrac14|\psi(c)|^2$. If $c_i\ne c_j$ and $\psi(c)\neq0$, then $c_{i'}=c_j$; exchanging $i$ and $j$ makes the pair parallel, so only $-\tfrac14|\psi(c)|^2$ remains. Exchanging $i$ and $i'$ swaps these two cases and preserves $|\psi|^2$. The contributions are therefore odd, and $\langle\psi|\mathbf s_i\cdot\mathbf s_j|\psi\rangle=0$.

```lean
/-- If `i` forms a singlet with `i'`, its coupling to any third spin `j` has expectation zero. -/
theorem coupling_unpaired [Fintype S] {i j i' : S} (hij : i ≠ j) (hi : i ≠ i') (hj : i' ≠ j)
    {ψ : State S} (h : SingletPair i i' ψ) : star ψ ⬝ᵥ coupling i j ψ = 0 := by
  have hfix : ∀ (c : S → Bool) (a b : S), c a = c b → exch a b c = c := by
    intro c a b e
    funext k
    simp only [exch, Equiv.swap_apply_def]
    split_ifs with h1 h2
    · rw [h1, e]
    · rw [h2, e]
    · rfl
  -- parallel spins do not occur in a singlet
  have hv : ∀ c, c i = c i' → ψ c = 0 := by
    intro c e
    have t := h c
    rw [hfix c i i' e] at t
    linear_combination t / 2
  have hb : ∀ x y z : Bool, x ≠ y → x ≠ z → y = z := by decide
  -- only the `z` components contribute
  have hf : ∀ c, star (ψ c) * coupling i j ψ c
      = (if c i = c j then (1 / 4 : ℂ) else -1 / 4) * (star (ψ c) * ψ c) := by
    intro c
    rw [coupling_eq_exchange hij]
    by_cases e : c i = c j
    · rw [hfix c i j e, if_pos e]; ring
    · by_cases e' : c i = c i'
      · rw [hv c e', star_zero]; ring
      · have t : ψ (exch i j c) = 0 := by
          apply hv
          simp only [exch, Equiv.swap_apply_left, Equiv.swap_apply_of_ne_of_ne hi.symm hj]
          exact hb _ _ _ e e'
        rw [t, if_neg e]; ring
  have hs : ∀ x y z : Bool, x ≠ y →
      (if y = z then (1 / 4 : ℂ) else -1 / 4) = -(if x = z then (1 / 4 : ℂ) else -1 / 4) := by
    intro x y z
    cases x <;> cases y <;> cases z <;> norm_num
  -- exchanging the spins of the singlet reverses the sign of each contribution
  refine sum_odd i i' (fun c => star (ψ c) * coupling i j ψ c) fun c => ?_
  have a1 : exch i i' c i = c i' := by simp only [exch, Equiv.swap_apply_left]
  have a2 : exch i i' c j = c j := by
    simp only [exch, Equiv.swap_apply_of_ne_of_ne hij.symm hj.symm]
  rw [hf, hf, h c, a1, a2, star_neg]
  by_cases e : c i = c i'
  · rw [hv c e]; ring
  · rw [hs _ _ (c j) e]; ring
```

Second, let $\varphi$ have a singlet on $(i,j)$ while $\chi$ pairs $i$ with $i'$. Dirac's identity gives $\mathbf s_i\cdot\mathbf s_j\,\varphi=-\tfrac34\varphi$. Writing the coupling as $\tfrac12(P_{ij}+1)-\tfrac34$ gives $\langle\varphi|\mathbf s_i\cdot\mathbf s_j|\chi\rangle=-\tfrac34\langle\varphi|\chi\rangle$, because $\varphi^*(P_{ij}+1)\chi$ is odd. The $\chi\chi$ term vanishes by the previous step, leaving

$$\langle\varphi+\chi|\mathbf s_i\cdot\mathbf s_j|\varphi+\chi\rangle=-\tfrac34\big(\langle\varphi|\varphi\rangle+\langle\varphi|\chi\rangle+\langle\chi|\varphi\rangle\big).$$

```lean
/-- If `φ` has a singlet on `i` and `j`, while `χ` pairs `i` with another site, the unnormalised
expectation of `s_i · s_j` in `φ + χ` is `-3/4` times the sum of `⟨φ|φ⟩` and the two overlaps. -/
theorem bond_expectation [Fintype S] {i j i' : S} (hij : i ≠ j) (hi : i ≠ i') (hj : i' ≠ j)
    {φ χ : State S} (hφ : SingletPair i j φ) (hχ : SingletPair i i' χ) :
    star (φ + χ) ⬝ᵥ coupling i j (φ + χ) =
      -3 / 4 * (star φ ⬝ᵥ φ + star φ ⬝ᵥ χ + star χ ⬝ᵥ φ) := by
  have inv : ∀ c, exch i j (exch i j c) = c := by
    intro c; funext k; simp only [exch, Equiv.swap_apply_self]
  have hsum : coupling i j (φ + χ) = (-3 / 4 : ℂ) • φ + coupling i j χ := by
    funext c
    simp only [Pi.add_apply, Pi.smul_apply, smul_eq_mul, coupling_eq_exchange hij, hφ c]
    ring
  -- the singlet `φ` on the left also gives `-3/4`
  have hx : star φ ⬝ᵥ coupling i j χ = -3 / 4 * (star φ ⬝ᵥ χ) := by
    have t : ∑ c, star (φ c) * (χ (exch i j c) + χ c) = 0 := by
      refine sum_odd i j (fun c => star (φ c) * (χ (exch i j c) + χ c)) fun c => ?_
      rw [hφ c, inv c, star_neg]; ring
    have e : star φ ⬝ᵥ coupling i j χ = 1 / 2 * (∑ c, star (φ c) * (χ (exch i j c) + χ c))
        + -3 / 4 * (star φ ⬝ᵥ χ) := by
      simp only [dotProduct, Pi.star_apply, coupling_eq_exchange hij]
      rw [mul_sum, mul_sum, ← sum_add_distrib]
      exact sum_congr rfl fun c _ => by ring
    rw [e, t]; ring
  rw [hsum, star_add, add_dotProduct, dotProduct_add, dotProduct_add, hx,
    coupling_unpaired hij hi hj hχ, dotProduct_smul, dotProduct_smul, smul_eq_mul, smul_eq_mul]
  ring
```

## The ring and its two coverings

Odd sites are `inl k` and even sites `inr k`, with $k$ taken modulo $n$.

```lean
/-- For `n ≥ 1`, the ring of `2n` sites in the order odd 0, even 0, odd 1, even 1, ...; `inl k` is
the odd site and `inr k` the even site number `k`. -/
abbrev Sites (n : ℕ) := ZMod n ⊕ ZMod n
```

The singlet amplitude is $s(\uparrow,\downarrow)=-s(\downarrow,\uparrow)=1/\sqrt2$, and zero for parallel spins. The covering $\Phi_d$ is the product of singlets from odd site $k+d$ to even site $k$. This orientation fixes the relative sign in the sum.

```lean
/-- Amplitudes of the normalised two-spin singlet. -/
def singlet (a b : Bool) : ℂ :=
  if a = b then 0 else if a = true then (((√2)⁻¹ : ℝ) : ℂ) else -(((√2)⁻¹ : ℝ) : ℂ)

variable {n : ℕ} [NeZero n]

/-- The product of singlets oriented from odd site `k + d` to even site `k`; for `n ≥ 2`, `d = 0`
and `d = 1` are the two Kekulé structures. -/
def covering (d : ZMod n) : State (Sites n) :=
  fun c => ∏ k : ZMod n, singlet (c (Sum.inl (k + d))) (c (Sum.inr k))
```

The Hamiltonian joins even site $k$ to odd sites $k$ and $k+1$. The energy is a Rayleigh quotient, typed as a complex number.

```lean
/-- The Heisenberg Hamiltonian: the sum of `s_i · s_j` over the `2n` bonds of the ring. -/
def hamiltonian (ψ : State (Sites n)) : State (Sites n) := fun c =>
  ∑ k : ZMod n, (coupling (Sum.inl k) (Sum.inr k) ψ c + coupling (Sum.inl (k + 1)) (Sum.inr k) ψ c)

/-- The energy expectation `⟨ψ|Hψ⟩ / ⟨ψ|ψ⟩`. -/
def energy (ψ : State (Sites n)) : ℂ := (star ψ ⬝ᵥ hamiltonian ψ) / (star ψ ⬝ᵥ ψ)
```

Exchanging the two spins of one bond in $\Phi_d$ reverses one factor of the product and leaves the others alone.

```lean
/-- Each bond of a covering is a singlet pair. -/
theorem covering_singletPair (d k : ZMod n) :
    SingletPair (Sum.inl (k + d)) (Sum.inr k) (covering d) := by
  intro c
  have anti : ∀ a b, singlet a b = -singlet b a := by
    intro a b
    cases a <;> cases b <;> simp only [singlet, reduceCtorEq, ↓reduceIte, neg_zero, neg_neg]
  have h : ∀ l : ZMod n, singlet (exch (Sum.inl (k + d)) (Sum.inr k) c (Sum.inl (l + d)))
      (exch (Sum.inl (k + d)) (Sum.inr k) c (Sum.inr l)) =
      (if l = k then -1 else 1) * singlet (c (Sum.inl (l + d))) (c (Sum.inr l)) := by
    intro l
    by_cases e : l = k
    · rw [e, if_pos rfl, neg_one_mul, ← anti]
      simp only [exch, Equiv.swap_apply_left, Equiv.swap_apply_right]
    · have a1 : Equiv.swap (Sum.inl (k + d) : Sites n) (Sum.inr k) (Sum.inl (l + d))
          = Sum.inl (l + d) := Equiv.swap_apply_of_ne_of_ne
        (fun e' => e (add_right_cancel (Sum.inl.inj e'))) Sum.inl_ne_inr
      have a2 : Equiv.swap (Sum.inl (k + d) : Sites n) (Sum.inr k) (Sum.inr l) = Sum.inr l :=
        Equiv.swap_apply_of_ne_of_ne Sum.inr_ne_inl (fun e' => e (Sum.inr.inj e'))
      rw [if_neg e, one_mul]
      simp only [exch, a1, a2]
  unfold covering
  rw [prod_congr rfl (fun l (_ : l ∈ (univ : Finset (ZMod n))) => h l), prod_mul_distrib,
    prod_ite_eq', if_pos (mem_univ k), neg_one_mul]
```

For the overlaps, sum over the even spins first. Since $\sum_t s(a,t)^*s(b,t)=\tfrac12\delta_{ab}$,

$$\langle\Phi_d|\Phi_{d'}\rangle=\sum_\sigma\prod_k\tfrac12\,\delta_{\sigma_{k+d},\,\sigma_{k+d'}},$$

where $\sigma$ runs over the odd spins. For $d=d'$ all $2^n$ terms equal $2^{-n}$, and the norm is 1. For $d=0$, $d'=1$ all odd spins must agree. Two terms survive, the Néel configurations, and $S=2/2^n$.

```lean
/-- The Kekulé structures are normalised and their overlap is `2 / 2^n`. -/
theorem covering_overlaps : (∀ d : ZMod n, star (covering d) ⬝ᵥ covering d = 1) ∧
    star (covering (0 : ZMod n)) ⬝ᵥ covering 1 = 2 / 2 ^ n ∧
    star (covering (1 : ZMod n)) ⬝ᵥ covering 0 = 2 / 2 ^ n := by
  have hs : ∀ a b, ∑ t, star (singlet a t) * singlet b t = if a = b then (1 / 2 : ℂ) else 0 := by
    intro a b
    have h2 : (((√2)⁻¹ : ℝ) : ℂ) * (((√2)⁻¹ : ℝ) : ℂ) = 1 / 2 := by
      rw [← Complex.ofReal_mul, ← mul_inv, Real.mul_self_sqrt (by norm_num)]; norm_num
    have h3 : star (((√2)⁻¹ : ℝ) : ℂ) = (((√2)⁻¹ : ℝ) : ℂ) := Complex.conj_ofReal _
    cases a <;> cases b <;>
      simp only [singlet, Fintype.sum_bool, reduceCtorEq, ↓reduceIte, star_neg, star_zero, h3,
        neg_mul_neg, h2, mul_zero, zero_mul, add_zero, zero_add]
  -- sum over the even spins first
  have ho : ∀ d d' : ZMod n, star (covering d) ⬝ᵥ covering d' =
      ∑ σ : ZMod n → Bool, ∏ k : ZMod n, if σ (k + d) = σ (k + d') then (1 / 2 : ℂ) else 0 := by
    intro d d'
    simp only [dotProduct, Pi.star_apply]
    rw [← Equiv.sum_comp (Equiv.sumArrowEquivProdArrow (ZMod n) (ZMod n) Bool).symm,
      Fintype.sum_prod_type]
    refine sum_congr rfl fun σ _ => ?_
    have he : ∀ τ : ZMod n → Bool,
        (Equiv.sumArrowEquivProdArrow (ZMod n) (ZMod n) Bool).symm (σ, τ) = Sum.elim σ τ :=
      fun _ => rfl
    simp only [← hs]
    rw [prod_univ_sum, Fintype.piFinset_univ]
    refine sum_congr rfl fun τ _ => ?_
    simp only [covering, he, Sum.elim_inl, Sum.elim_inr]
    rw [star_prod, ← prod_mul_distrib]
  have h01 : star (covering (0 : ZMod n)) ⬝ᵥ covering 1 = 2 / 2 ^ n := by
    have hne : (fun _ : ZMod n => true) ≠ (fun _ : ZMod n => false) :=
      fun h => Bool.true_eq_false_eq_False (congrFun h 0)
    rw [ho, Fintype.sum_eq_add (fun _ : ZMod n => true) (fun _ : ZMod n => false) hne]
    · simp only [↓reduceIte, prod_const, card_univ, ZMod.card, one_div, inv_pow]
      ring
    · -- only the two Néel configurations survive
      rintro σ ⟨ht, hf⟩
      by_contra hp
      have hstep : ∀ k, σ (k + 1) = σ k := by
        intro k
        by_contra hk
        refine hp (prod_eq_zero (mem_univ k) (if_neg fun e => hk ?_))
        rw [← e, add_zero]
      have hm : ∀ m : ℕ, σ (m : ZMod n) = σ 0 := by
        intro m
        induction m with
        | zero => rw [Nat.cast_zero]
        | succ m ih => rw [Nat.cast_add, Nat.cast_one, hstep, ih]
      have hc : ∀ k, σ k = σ 0 := fun k => by
        have t := hm k.val
        rwa [ZMod.natCast_zmod_val] at t
      cases h0 : σ 0
      · exact hf (funext fun k => (hc k).trans h0)
      · exact ht (funext fun k => (hc k).trans h0)
  refine ⟨fun d => ?_, h01, ?_⟩
  · rw [ho]
    simp only [↓reduceIte, prod_const, sum_const, card_univ, ZMod.card, Fintype.card_fun,
      Fintype.card_bool, nsmul_eq_mul, Nat.cast_pow, Nat.cast_ofNat]
    rw [← mul_pow, mul_one_div_cancel (two_ne_zero : (2 : ℂ) ≠ 0), one_pow]
  · rw [← h01, ho 1 0, ho 0 1]
    exact sum_congr rfl fun σ _ => prod_congr rfl fun k _ => if_congr eq_comm rfl rfl
```

## The energy

Each bond is a singlet of exactly one structure, and the other structure pairs its odd site with a different even site; this is where $n\ge2$ enters. Each of the $2n$ bonds thus contributes $-\tfrac34(1+2S)$. Dividing by the squared norm $2(1+S)$ gives $E$. In the theorem, $2S$ and $S$ appear as $2^{2-n}$ and $2^{1-n}$ with integer exponents.

```lean
/-- On a ring of `2n ≥ 4` spins the sum of the two Kekulé structures has energy
`-(3n/4) (1 + 2^(2-n)) / (1 + 2^(1-n))`. -/
theorem kekule_resonance (hn : 2 ≤ n) :
    energy (covering (0 : ZMod n) + covering 1) =
      -(3 * n / 4) * (1 + 2 ^ (2 - (n : ℤ))) / (1 + 2 ^ (1 - (n : ℤ))) := by
  have : Fact (1 < n) := ⟨hn⟩
  have h1 : (1 : ZMod n) ≠ 0 := one_ne_zero
  obtain ⟨hself, h01, h10⟩ := covering_overlaps (n := n)
  have hden : star (covering (0 : ZMod n) + covering 1) ⬝ᵥ (covering (0 : ZMod n) + covering 1)
      = 2 * (1 + 2 / 2 ^ n) := by
    rw [star_add, add_dotProduct, dotProduct_add, dotProduct_add, hself, hself, h01, h10]
    ring
  -- the unnormalised expectation of the bond between odd site `k` and even site `k`
  have b1 : ∀ k : ZMod n, star (covering (0 : ZMod n) + covering 1) ⬝ᵥ
      coupling (Sum.inl k) (Sum.inr k) (covering (0 : ZMod n) + covering 1)
        = -3 / 4 * (1 + 2 / 2 ^ n + 2 / 2 ^ n) := by
    intro k
    have p := covering_singletPair (0 : ZMod n) k
    have q := covering_singletPair (1 : ZMod n) (k - 1)
    rw [add_zero] at p
    rw [sub_add_cancel] at q
    have hk : (Sum.inr (k - 1) : Sites n) ≠ Sum.inr k :=
      fun e => h1 (sub_eq_self.mp (Sum.inr.inj e))
    rw [bond_expectation Sum.inl_ne_inr Sum.inl_ne_inr hk p q, hself, h01, h10]
  have b2 : ∀ k : ZMod n, star (covering (0 : ZMod n) + covering 1) ⬝ᵥ
      coupling (Sum.inl (k + 1)) (Sum.inr k) (covering (0 : ZMod n) + covering 1)
        = -3 / 4 * (1 + 2 / 2 ^ n + 2 / 2 ^ n) := by
    intro k
    have p := covering_singletPair (1 : ZMod n) k
    have q := covering_singletPair (0 : ZMod n) (k + 1)
    rw [add_zero] at q
    have hk : (Sum.inr (k + 1) : Sites n) ≠ Sum.inr k :=
      fun e => h1 (add_eq_left.mp (Sum.inr.inj e))
    rw [add_comm (covering (0 : ZMod n)) (covering 1),
      bond_expectation Sum.inl_ne_inr Sum.inl_ne_inr hk p q, hself, h01, h10]
  have hnum : star (covering (0 : ZMod n) + covering 1) ⬝ᵥ
      hamiltonian (covering (0 : ZMod n) + covering 1) =
        2 * (-(3 * n / 4) * (1 + 2 * (2 / 2 ^ n))) := by
    have hsum : ∀ ψ : State (Sites n), star ψ ⬝ᵥ hamiltonian ψ = ∑ k : ZMod n,
        (star ψ ⬝ᵥ coupling (Sum.inl k) (Sum.inr k) ψ
          + star ψ ⬝ᵥ coupling (Sum.inl (k + 1)) (Sum.inr k) ψ) := by
      intro ψ
      simp only [dotProduct, hamiltonian, mul_sum, mul_add, ← sum_add_distrib]
      rw [sum_comm]
    rw [hsum]
    simp only [b1, b2, sum_const, card_univ, ZMod.card, nsmul_eq_mul]
    ring
  have h2 : (2 : ℂ) ≠ 0 := two_ne_zero
  have z2 : (2 : ℂ) ^ (2 - (n : ℤ)) = 2 * (2 / 2 ^ n) := by
    rw [zpow_sub₀ h2, zpow_natCast (2 : ℂ) n, show (2 : ℂ) ^ (2 : ℤ) = 4 by norm_num]
    ring
  have z1 : (2 : ℂ) ^ (1 - (n : ℤ)) = 2 / 2 ^ n := by
    rw [zpow_sub₀ h2, zpow_natCast (2 : ℂ) n, zpow_one]
  rw [energy, hnum, hden, z2, z1, mul_div_mul_left _ _ h2]
```

For six spins, $S=\tfrac14$ and $E=-\tfrac94\cdot\tfrac{3/2}{5/4}=-\tfrac{27}{10}$.

```lean
/-- On the six-spin ring the sum of the two Kekulé structures has energy `-27/10`. -/
theorem six_ring_energy : energy (covering (0 : ZMod 3) + covering 1) = -27 / 10 := by
  rw [kekule_resonance (by norm_num)]
  norm_num

end

end KekuleResonance
```

```lean
#print axioms KekuleResonance.six_ring_energy
-- 'KekuleResonance.six_ring_energy' depends on axioms: [propext, Classical.choice, Quot.sound]
```

In valence-bond theory this is the resonance of two covalent structures, here with fixed equal weights and a pure nearest-neighbour spin Hamiltonian; the theorems do not address the exact ground state. As $n$ grows, $S$ falls exponentially and $E$ approaches $-3n/4$, the energy of one structure.
